# With one fermion per two-orbital site and diagonal couplings, the Hartree-Fock minimum is the Ising minimum

Place one fermion on each of three sites, give every site two orbitals, and let each pair of sites favour occupying different orbitals. Three sites cannot all differ pairwise when there are only two choices, so the triangle is frustrated. A Hartree-Fock state has a freedom that a classical spin lacks: it can put the fermion into a superposition of the two orbitals, so that the mean polarisation of the site takes any value between \(-1\) and \(1\). Can such intermediate polarisations lower the energy below that of the best spin configuration?

For real couplings \(J_{ij}\) and fields \(h_i\) on any finite number \(n\) of sites, they cannot. Correlated states with one fermion per site cannot do so either, because the Hamiltonian considered here is diagonal in the orbital occupations.

```lean
import Mathlib

open Finset

namespace HartreeFockIsing

noncomputable section
```

## Sites, configurations and energy

A configuration \(s\) states which orbital is occupied on each site. In Lean it is a function `Fin n → Bool`, with sites numbered from 0. The polarisation is \(\sigma(s_i)=+1\) for the first orbital (`true`) and \(-1\) for the second (`false`).

```lean
/-- The polarisation of a two-orbital site: `+1` if the first orbital is occupied,
`-1` if the second one is. -/
def spin : Bool → ℝ
  | true => 1
  | false => -1
```

For any real polarisations \(x_i\), the energy is

\[
E(x)=\sum_{i<j}J_{ij}x_ix_j+\sum_i h_ix_i .
\]

The set `Ioi i` contains the sites after \(i\), so each pair counts once. Only the entries of `J` with \(i<j\) matter, and no symmetry of `J` is needed.

```lean
/-- The pair and field energy `∑_{i<j} J_ij x_i x_j + ∑_i h_i x_i` of site polarisations `x`. -/
def isingEnergy {n : ℕ} (J : Fin n → Fin n → ℝ) (h x : Fin n → ℝ) : ℝ :=
  ∑ i, ∑ j ∈ Ioi i, J i j * x i * x j + ∑ i, h i * x i
```

A many-body state assigns a complex amplitude \(\psi(s)\) to every configuration. There is no hopping and no other off-diagonal term, so its energy is

\[
\langle H\rangle_\psi=\sum_s|\psi(s)|^2\,E(\sigma(s)),
\]

where \(\sigma(s)\) is the list of polarisations \(\sigma(s_i)\). This is the energy expectation value when \(\psi\) is normalised.

```lean
/-- The sum of `‖ψ s‖ ^ 2` times the energy of `s` over all configurations `s` with one fermion per
site. For normalised `ψ` this is the energy expectation value of the state with amplitudes `ψ`, for
a Hamiltonian that is diagonal in these configurations. -/
def energyExpectation {n : ℕ} (J : Fin n → Fin n → ℝ) (h : Fin n → ℝ)
    (ψ : (Fin n → Bool) → ℂ) : ℝ :=
  ∑ s, ‖ψ s‖ ^ 2 * isingEnergy J h (fun i => spin (s i))
```

## The Hartree-Fock state

On site \(i\) the occupied orbital has the real coefficients \(u_i=(\cos\theta_i,\sin\theta_i)\).

```lean
/-- The coefficients `(cos t, sin t)` of the occupied orbital on a site. -/
def orbital (t : ℝ) : Bool → ℝ
  | true => Real.cos t
  | false => Real.sin t
```

With the creation operators in a fixed site order, the Slater determinant of these localised orbitals has the amplitudes

\[
\Phi_\theta(s)=\prod_i u_i(s_i).
\]

Orbitals that extend over several sites are not part of this variational family.

```lean
/-- The amplitudes of the Hartree-Fock state with one occupied orbital, of angle `θ i`,
on each site `i`. -/
def hartreeFockState {n : ℕ} (θ : Fin n → ℝ) (s : Fin n → Bool) : ℂ :=
  ((∏ i, orbital (θ i) (s i) : ℝ) : ℂ)
```

The Hartree-Fock energy is defined as the expectation value in this state, which leaves the mean-field formula to be derived.

```lean
/-- The Hartree-Fock energy: the expectation value of the energy in the Hartree-Fock state. -/
def hartreeFockEnergy {n : ℕ} (J : Fin n → Fin n → ℝ) (h θ : Fin n → ℝ) : ℝ :=
  energyExpectation J h (hartreeFockState θ)
```

## Correlations factorise

Take a set \(A\) of distinct sites. Both the weight \(|\Phi_\theta(s)|^2\) and the product of polarisations are products over sites, so the sum over configurations splits into one sum per site. A site in \(A\) contributes

\[
\cos^2\theta_i-\sin^2\theta_i=\cos 2\theta_i,
\]

and any other site contributes \(\cos^2\theta_i+\sin^2\theta_i=1\). Therefore

\[
\sum_s|\Phi_\theta(s)|^2\prod_{i\in A}\sigma(s_i)=\prod_{i\in A}\cos2\theta_i .
\]

In the proof, `site` is the one-site sum, and `prod_univ_sum` exchanges the sum over configurations with the product over sites.

```lean
/-- In a Hartree-Fock state the correlation of the polarisations on any set `A` of sites
is the product of the mean polarisations `cos (2 θ_i)`. -/
theorem correlation_factorises {n : ℕ} (θ : Fin n → ℝ) (A : Finset (Fin n)) :
    ∑ s, ‖hartreeFockState θ s‖ ^ 2 * ∏ i ∈ A, spin (s i)
      = ∏ i ∈ A, Real.cos (2 * θ i) := by
  -- the average over the two orbitals of a single site
  have site : ∀ i, ∑ b, orbital (θ i) b ^ 2 * (if i ∈ A then spin b else 1)
      = if i ∈ A then Real.cos (2 * θ i) else 1 := by
    intro i
    by_cases hi : i ∈ A
    · simp only [Fintype.sum_bool, if_pos hi, spin, orbital]
      rw [Real.cos_two_mul]
      linarith [Real.sin_sq_add_cos_sq (θ i)]
    · simp only [Fintype.sum_bool, if_neg hi, orbital]
      linarith [Real.sin_sq_add_cos_sq (θ i)]
  calc ∑ s, ‖hartreeFockState θ s‖ ^ 2 * ∏ i ∈ A, spin (s i)
      = ∑ s : Fin n → Bool,
          ∏ i, orbital (θ i) (s i) ^ 2 * (if i ∈ A then spin (s i) else 1) := by
        refine sum_congr rfl fun s _ => ?_
        rw [prod_mul_distrib, prod_ite_mem, univ_inter, prod_pow]
        unfold hartreeFockState
        rw [Complex.norm_real, Real.norm_eq_abs, sq_abs]
    _ = ∏ i, ∑ b, orbital (θ i) b ^ 2 * (if i ∈ A then spin b else 1) := by
        rw [prod_univ_sum, Fintype.piFinset_univ]
    _ = ∏ i, (if i ∈ A then Real.cos (2 * θ i) else 1) :=
        prod_congr rfl fun i _ => site i
    _ = ∏ i ∈ A, Real.cos (2 * θ i) := by
        rw [prod_ite_mem, univ_inter]
```

For empty \(A\) both products over \(A\) equal 1, and the identity becomes the normalisation of the state.

```lean
/-- The Hartree-Fock state is normalised. -/
theorem hartreeFockState_normalised {n : ℕ} (θ : Fin n → ℝ) :
    ∑ s, ‖hartreeFockState θ s‖ ^ 2 = 1 := by
  simpa only [prod_empty, mul_one] using correlation_factorises θ ∅
```

Sets with one and two elements give the averages that occur in the energy:

\[
\langle\sigma_i\rangle=\cos2\theta_i,\qquad
\langle\sigma_i\sigma_j\rangle=\cos2\theta_i\cos2\theta_j\quad(i\ne j).
\]

By linearity, the Hartree-Fock energy is \(E(x)\) with \(x_i=\cos2\theta_i\). The proof calls these averages `one` and `two`, and uses `sum_comm` to bring the sum over configurations inside the sums over sites.

```lean
/-- The Hartree-Fock energy is the pair and field energy of the mean polarisations
`x_i = cos (2 θ_i)`. -/
theorem hartreeFockEnergy_eq {n : ℕ} (J : Fin n → Fin n → ℝ) (h θ : Fin n → ℝ) :
    hartreeFockEnergy J h θ = isingEnergy J h (fun i => Real.cos (2 * θ i)) := by
  have one : ∀ i, ∑ s, ‖hartreeFockState θ s‖ ^ 2 * spin (s i) = Real.cos (2 * θ i) := by
    intro i
    simpa only [prod_singleton] using correlation_factorises θ {i}
  have two : ∀ i j, i ≠ j → ∑ s, ‖hartreeFockState θ s‖ ^ 2 * (spin (s i) * spin (s j))
      = Real.cos (2 * θ i) * Real.cos (2 * θ j) := by
    intro i j hij
    simpa only [prod_pair hij] using correlation_factorises θ {i, j}
  unfold hartreeFockEnergy energyExpectation isingEnergy
  simp only [mul_add, sum_add_distrib, mul_sum]
  congr 1
  · -- pair terms involve two distinct sites
    rw [sum_comm]
    refine sum_congr rfl fun i _ => ?_
    rw [sum_comm]
    refine sum_congr rfl fun j hj => ?_
    rw [mul_assoc, ← two i j (mem_Ioi.mp hj).ne, mul_sum]
    exact sum_congr rfl fun s _ => by ring
  · -- field terms involve one site
    rw [sum_comm]
    refine sum_congr rfl fun i _ => ?_
    rw [← one i, mul_sum]
    exact sum_congr rfl fun s _ => by ring
```

The restriction to distinct sites matters. Suppose a single site had the self-term \(x_0^2\). Its value is 1 for both spins, and the expectation value of \(\sigma_0^2\) is also 1 in every normalised state, but \(\cos^2 2\theta_0\) vanishes at \(\theta_0=\pi/4\). The mean-field expression would then fall below the Ising minimum and would no longer be the expectation value.

## No state lies below the best spin configuration

Let \(E_0\) be a lower bound on all Ising energies. For a normalised state,

\[
\langle H\rangle_\psi=\sum_s|\psi(s)|^2E(\sigma(s))\ \ge\ \sum_s|\psi(s)|^2E_0=E_0 .
\]

The Lean proof compares the two sums term by term, using that the weights are non-negative.

```lean
/-- A lower bound on all Ising energies is a lower bound on the energy of every
normalised many-body state. -/
theorem le_energyExpectation {n : ℕ} (J : Fin n → Fin n → ℝ) (h : Fin n → ℝ)
    (ψ : (Fin n → Bool) → ℂ) (hψ : ∑ s, ‖ψ s‖ ^ 2 = 1) (E : ℝ)
    (hE : ∀ s : Fin n → Bool, E ≤ isingEnergy J h (fun i => spin (s i))) :
    E ≤ energyExpectation J h ψ := by
  unfold energyExpectation
  calc E = ∑ s, ‖ψ s‖ ^ 2 * E := by rw [← sum_mul, hψ, one_mul]
    _ ≤ _ := sum_le_sum fun s _ => mul_le_mul_of_nonneg_left (hE s) (sq_nonneg _)
```

The bound is reached if a Hartree-Fock state can reproduce any spin configuration. It can: \(\theta_i=0\) gives \(\cos2\theta_i=1\), and \(\theta_i=\pi/2\) gives \(-1\).

```lean
/-- Each of the two polarisations `±1` is `cos (2 t)` for some orbital angle `t`. -/
theorem exists_angle (b : Bool) : ∃ t : ℝ, Real.cos (2 * t) = spin b := by
  cases b
  · refine ⟨Real.pi / 2, ?_⟩
    simp only [spin]
    rw [show (2 : ℝ) * (Real.pi / 2) = Real.pi by ring, Real.cos_pi]
  · exact ⟨0, by simp [spin]⟩
```

There are finitely many configurations, so one of them, \(s^*\), has the lowest Ising energy. The angles that reproduce \(s^*\) give a Hartree-Fock state with this energy, and no normalised state lies lower. Hence

\[
\min_\theta \langle H\rangle_{\Phi_\theta}=\min_s E(\sigma(s))=\min_{\|\psi\|=1}\langle H\rangle_\psi .
\]

In the theorem, `IsLeast S E` says that `E` belongs to the set `S` and is a lower bound of it. The three sets contain the Hartree-Fock energies, the Ising energies and the energies of all normalised states, and the same `E` is least in each. The proof obtains \(s^*\) from `Finite.exists_min`, and `hit` is the equality of its Ising energy with the Hartree-Fock energy at the chosen angles.

```lean
/-- The Hartree-Fock energy over all angles, the Ising energy over all spins `±1`, and the
energy over all normalised states with one fermion per site have the same global minimum. -/
theorem hartreeFock_min_eq_ising_min {n : ℕ} (J : Fin n → Fin n → ℝ) (h : Fin n → ℝ) :
    ∃ E : ℝ, IsLeast (Set.range (hartreeFockEnergy J h)) E ∧
      IsLeast (Set.range fun s : Fin n → Bool => isingEnergy J h (fun i => spin (s i))) E ∧
      IsLeast {e | ∃ ψ : (Fin n → Bool) → ℂ,
        ∑ s, ‖ψ s‖ ^ 2 = 1 ∧ energyExpectation J h ψ = e} E := by
  obtain ⟨s, hs⟩ := Finite.exists_min
    (fun s : Fin n → Bool => isingEnergy J h (fun i => spin (s i)))
  choose a ha using exists_angle
  -- the optimal spin configuration is itself a Hartree-Fock state
  have hit : hartreeFockEnergy J h (fun i => a (s i))
      = isingEnergy J h (fun i => spin (s i)) := by
    rw [hartreeFockEnergy_eq]
    simp only [ha]
  refine ⟨isingEnergy J h (fun i => spin (s i)), ⟨⟨_, hit⟩, ?_⟩, ⟨⟨s, rfl⟩, ?_⟩,
    ⟨⟨_, hartreeFockState_normalised _, hit⟩, ?_⟩⟩
  · rintro _ ⟨θ, rfl⟩
    exact le_energyExpectation J h _ (hartreeFockState_normalised θ) _ hs
  · rintro _ ⟨t, rfl⟩
    exact hs t
  · rintro _ ⟨ψ, hψ, rfl⟩
    exact le_energyExpectation J h ψ hψ _ hs
```

In this diagonal model with one fermion per site, the ground state therefore has no correlation energy, and a method that certifies the global Hartree-Fock minimum also solves the Ising minimisation.

The model could also have started from \(E(x)\) with \(x_i\in[-1,1]\) as the definition of the mean-field energy. Since \(E\) is linear in each \(x_i\) separately, moving one polarisation at a time to a suitable end of its interval never raises the energy, and this gives the Ising minimum as well. That version would assume the mean-field formula and make no comparison with correlated states.

## The frustrated triangle

Set \(J_{ij}=1\), which fixes the unit of energy, and \(h_i=0\). Then

\[
E(x)=x_0x_1+x_0x_2+x_1x_2 .
\]

```lean
/-- On three sites with `J = 1` and `h = 0` the energy is the sum of the three pair products. -/
theorem triangle_energy (x : Fin 3 → ℝ) :
    isingEnergy (fun _ _ => 1) (fun _ => 0) x = x 0 * x 1 + x 0 * x 2 + x 1 * x 2 := by
  have h0 : Ioi (0 : Fin 3) = {1, 2} := by decide
  have h1 : Ioi (1 : Fin 3) = {2} := by decide
  have h2 : Ioi (2 : Fin 3) = ∅ := by decide
  simp only [isingEnergy, Fin.sum_univ_three]
  rw [h0, h1, h2, sum_pair (show (1 : Fin 3) ≠ 2 by decide), sum_singleton, sum_empty]
  ring
```

The angles \((0,\pi/2,t)\) give the polarisations \((1,-1,\cos2t)\), and

\[
E=-1+\cos2t-\cos2t=-1
\]

for every \(t\). The fields from the first two sites cancel at the third, whose orbital can rotate freely at no cost in energy.

```lean
/-- On the frustrated triangle the angles `(0, π/2, t)` give the Hartree-Fock energy `-1`
for every `t`. -/
theorem triangle_flat (t : ℝ) :
    hartreeFockEnergy (fun _ _ => 1) (fun _ => 0) ![0, Real.pi / 2, t] = -1 := by
  have hp : Real.cos (2 * (Real.pi / 2)) = -1 := by
    rw [show (2 : ℝ) * (Real.pi / 2) = Real.pi by ring, Real.cos_pi]
  rw [hartreeFockEnergy_eq, triangle_energy]
  change Real.cos (2 * 0) * Real.cos (2 * (Real.pi / 2)) + Real.cos (2 * 0) * Real.cos (2 * t)
    + Real.cos (2 * (Real.pi / 2)) * Real.cos (2 * t) = -1
  rw [hp, mul_zero, Real.cos_zero]
  ring
```

Among the eight spin configurations, the two with all spins equal have energy \(3\) and the other six have energy \(-1\). So \(-1\) is a lower bound for every Hartree-Fock state, and the angles above attain it. The minimum is thus reached along a continuous line of angles, including states whose third polarisation is not \(\pm1\). In Lean, the case split on `s 0`, `s 1` and `s 2` checks the eight configurations.

```lean
/-- The global minimum of the Hartree-Fock energy of the frustrated triangle is `-1`. -/
theorem triangle_min :
    IsLeast (Set.range (hartreeFockEnergy (n := 3) (fun _ _ => 1) (fun _ => 0))) (-1) := by
  refine ⟨⟨_, triangle_flat 0⟩, ?_⟩
  rintro _ ⟨θ, rfl⟩
  refine le_energyExpectation _ _ _ (hartreeFockState_normalised θ) _ fun s => ?_
  -- check the eight spin configurations
  simp only [triangle_energy]
  cases s 0 <;> cases s 1 <;> cases s 2 <;> norm_num [spin]

end

end HartreeFockIsing
```

```lean
#print axioms HartreeFockIsing.hartreeFock_min_eq_ising_min
#print axioms HartreeFockIsing.triangle_min
```

```
'HartreeFockIsing.hartreeFock_min_eq_ising_min' depends on axioms: [propext, Classical.choice, Quot.sound]
'HartreeFockIsing.triangle_min' depends on axioms: [propext, Classical.choice, Quot.sound]
```
